# For real d orbitals of an atom, the averaged parameters F and J give self-interaction F + 8J/7 and mean exchange 5J/7

## If J is an exchange parameter, why isn't it the mean exchange?

Suppose I define the exchange parameter \(J\) of a shell by averaging direct minus exchange integrals, and not by averaging the exchange integrals themselves. For a d shell I then find \(5J/7\) quoted as the mean exchange, and \(F+8J/7\) as the repulsion of two electrons in the same orbital, where \(F\) is the mean direct integral. Where do the sevenths come from, and what do they assume about the orbitals?

## The sevenths come from M + 2 with M = 5

The choice that matters is the one you name: what \(J\) averages. Take \(M\ge 2\) real orbitals with direct integrals \(V_{ij}\) and exchange integrals \(K_{ij}\). Let every orbital have the same self-interaction, \(V_{ii}=K_{ii}=U_0\), and define

\[
F=\frac1{M^2}\sum_{ij}V_{ij},\qquad F-J=\frac{1}{M(M-1)}\sum_{ij}(V_{ij}-K_{ij}).
\]

The diagonal cancels in the second sum, so \(F-J\) is the mean of \(V-K\) over different orbitals. But \(F\) includes the diagonal, and this is why \(J\) need not be the mean exchange.

Removing the diagonals gives the off-diagonal sums

\[
S_V=M^2F-MU_0,\qquad S_K=M^2F-M(M-1)(F-J)-MU_0 .
\]

One more relation is needed, the sum rule \(S_V+2S_K=M(M-1)U_0\). Inserting the two sums gives

\[
M(M+2)F+2M(M-1)J=M(M+2)U_0,
\]

and hence

\[
U_0=F+\frac{2(M-1)}{M+2}J .
\]

The mean exchange follows:

\[
\frac{S_K}{M(M-1)}=J-\frac{U_0-F}{M-1}=J-\frac{2J}{M+2}=\frac{M}{M+2}J .
\]

For \(M=5\) these are \(F+8J/7\) and \(5J/7\).

### Where the sum rule comes from

Mix two orbitals \(x,y\) into the hybrids \((x\pm y)/\sqrt2\), with densities \((x^2\pm2xy+y^2)/2\). Write \(W(f,g)\) for the symmetric Coulomb interaction of two densities. In the mean of the two self-interactions the terms odd in \(xy\) cancel, which leaves

\[
\tfrac14\big[W(x^2,x^2)+W(y^2,y^2)\big]+\tfrac12\big[W(x^2,y^2)+2W(xy,xy)\big].
\]

If both orbitals have self-interaction \(U_0\), and the hybrids have it on average, then \(U_0=U_0/2+(V_{xy}+2K_{xy})/2\), so \(V_{xy}+2K_{xy}=U_0\). Summing over ordered pairs gives the sum rule. Physically, the relation for one pair says that mixing its two orbitals with equal weights does not change their average self-interaction. The sum rule asks this only on average over all pairs.

Equal self-interactions alone are not enough. Take two orbitals with \(U_0=1\) and no off-diagonal integrals, as for a contact interaction between orbitals that do not overlap. Then \(F=J=1/2\), and the formulas would give \(U_0=3/4\) and mean exchange \(1/4\), whereas the true values are \(1\) and \(0\).

### What the theorems say

The finite type `ι` labels the orbitals, and `Fintype.card ι` is \(M\). `avgF` and `avgJ` are the definitions of \(F\) and \(J\) above; `offDiagSum` and `offDiagMean` run over ordered pairs of different orbitals. In the theorems on matrices, the hypotheses `hV` and `hK` put \(U_0\) on both diagonals; in `shell_parameters_of_hybrids` the same names define the matrix entries as integrals.

`sumRule_iff` states that, under these hypotheses, the sum rule is equivalent to the formula for \(U_0\). `shell_parameters` assumes the sum rule and gives both formulas, and `dShell_parameters` is the case of five orbitals. The matrices are otherwise arbitrary: neither symmetry nor positivity is required.

`shell_parameters_of_hybrids` replaces the sum rule by the hybrid condition. Orbitals are elements of a commutative real algebra `R`, whose product forms pair densities, and `W` is a symmetric bilinear form. Orthonormality is not required, and no Coulomb kernel is specified.

Two examples satisfy the hypotheses. `dShell_witness` takes the d-shell integrals as a given table in the Racah parameters \(A,B,C\), without deriving them from radial functions. These three numbers fix all Coulomb integrals of five d orbitals that share one radial function. It finds \(U_0=A+4B+3C\), \(F=A+7C/5\) and \(J=7B/2+7C/5\). `hybrids_witness` uses a weighted contact interaction and two orthogonal vectors on four grid points, each of squared length 3, with self-interaction \(3/2\); after normalisation this is \(1/6\).

In DFT+U, where \(F\) and \(J\) usually appear as \(U\) and \(J\), the result separates the same-orbital repulsion from the shell average, within a static model of real orbitals with equal self-interactions that obey the sum rule.

### How the Lean proof runs

`offDiagSum_eq_sub` removes the diagonal row by row. `offDiagSums_of_averages` clears the denominators in the definitions and obtains \(S_V\) and \(S_K\).

In `sumRule_iff` these two equations are called `a` and `b`. The combination `a + 2 * b - h` is the insertion into the sum rule `h`, and `mul_left_cancel₀` divides by \(M\). The converse multiplies by \(M\) instead. `shell_parameters` then cross-multiplies the exchange mean and combines `b` with the formula for \(U_0\). `dShell_parameters` sets \(M=5\), where \(M(M-1)=20\).

`hybridMean_eq` computes the two hybrid densities as `hp` and `hm`, expands by bilinearity, and uses symmetry to identify \(W(y^2,x^2)\) with \(W(x^2,y^2)\). In `shell_parameters_of_hybrids`, the step `hpair` turns the pairwise relation into a sum over a constant matrix, which supplies the sum rule for `shell_parameters`. The two examples are checked by expanding their finite sums and entries.

```lean
import Mathlib

open Finset

namespace AtomicCoulombShell

noncomputable section

variable {ι : Type*} [Fintype ι] [DecidableEq ι]

/-- Sum of a matrix of orbital interactions over all pairs of different orbitals. -/
def offDiagSum (A : Matrix ι ι ℝ) : ℝ := ∑ i, ∑ j ∈ univ.erase i, A i j

/-- Mean of a matrix over ordered pairs of different orbitals, for at least two orbitals. -/
def offDiagMean (A : Matrix ι ι ℝ) : ℝ :=
  offDiagSum A / ((Fintype.card ι : ℝ) * (Fintype.card ι - 1))

omit [DecidableEq ι] in
/-- The average Coulomb parameter `F`: the mean of all direct integrals of a nonempty shell. -/
def avgF (V : Matrix ι ι ℝ) : ℝ := (∑ i, ∑ j, V i j) / (Fintype.card ι : ℝ) ^ 2

omit [DecidableEq ι] in
/-- The average exchange parameter `J`, fixed by `F - J = ∑ (V - K) / (M (M - 1))`,
for a shell of `M ≥ 2` orbitals. -/
def avgJ (V K : Matrix ι ι ℝ) : ℝ :=
  avgF V - (∑ i, ∑ j, (V i j - K i j)) / ((Fintype.card ι : ℝ) * (Fintype.card ι - 1))

/-- The off-diagonal sum is the full sum minus the diagonal sum. -/
theorem offDiagSum_eq_sub (A : Matrix ι ι ℝ) :
    offDiagSum A = ∑ i, ∑ j, A i j - ∑ i, A i i := by
  rw [offDiagSum, ← Finset.sum_sub_distrib]
  refine Finset.sum_congr rfl fun i _ => ?_
  have h : A i i + ∑ j ∈ univ.erase i, A i j = ∑ j, A i j :=
    Finset.add_sum_erase univ (fun j => A i j) (mem_univ i)
  linarith

/-- In a shell of at least two orbitals with common self-interaction `U0`, the off-diagonal sums
of direct and exchange integrals are determined by `F`, `J` and `U0`. -/
theorem offDiagSums_of_averages (V K : Matrix ι ι ℝ) (U0 : ℝ) (hM : 2 ≤ Fintype.card ι)
    (hV : ∀ i, V i i = U0) (hK : ∀ i, K i i = U0) :
    offDiagSum V = (Fintype.card ι : ℝ) ^ 2 * avgF V - Fintype.card ι * U0 ∧
    offDiagSum K = (Fintype.card ι : ℝ) ^ 2 * avgF V
      - Fintype.card ι * (Fintype.card ι - 1) * (avgF V - avgJ V K)
      - Fintype.card ι * U0 := by
  have hM' : (2 : ℝ) ≤ Fintype.card ι := by exact_mod_cast hM
  have h0 : (Fintype.card ι : ℝ) ≠ 0 := by linarith
  have h1 : (Fintype.card ι : ℝ) - 1 ≠ 0 := by linarith
  have hF : ∑ i, ∑ j, V i j = (Fintype.card ι : ℝ) ^ 2 * avgF V := by
    unfold avgF
    field_simp
  have hJ : ∑ i, ∑ j, (V i j - K i j)
      = (Fintype.card ι : ℝ) * (Fintype.card ι - 1) * (avgF V - avgJ V K) := by
    unfold avgJ
    rw [sub_sub_cancel]
    field_simp
  simp only [Finset.sum_sub_distrib] at hJ
  rw [offDiagSum_eq_sub, offDiagSum_eq_sub]
  simp only [hV, hK, Finset.sum_const, Finset.card_univ, nsmul_eq_mul]
  constructor <;> linarith

/-- For at least two orbitals with common self-interaction `U0`, the sum rule for `V + 2K` over
different orbitals holds exactly when `U0 = F + 2(M-1)J/(M+2)`. -/
theorem sumRule_iff (V K : Matrix ι ι ℝ) (U0 : ℝ) (hM : 2 ≤ Fintype.card ι)
    (hV : ∀ i, V i i = U0) (hK : ∀ i, K i i = U0) :
    offDiagSum V + 2 * offDiagSum K = (Fintype.card ι : ℝ) * (Fintype.card ι - 1) * U0 ↔
    U0 = avgF V + 2 * ((Fintype.card ι : ℝ) - 1) * avgJ V K / (Fintype.card ι + 2) := by
  obtain ⟨a, b⟩ := offDiagSums_of_averages V K U0 hM hV hK
  have hM' : (2 : ℝ) ≤ Fintype.card ι := by exact_mod_cast hM
  have h0 : (Fintype.card ι : ℝ) ≠ 0 := by linarith
  have h2 : (Fintype.card ι : ℝ) + 2 ≠ 0 := by linarith
  rw [← sub_eq_iff_eq_add', eq_div_iff h2]
  constructor
  · intro h
    -- the relation holds after multiplication by the number of orbitals
    apply mul_left_cancel₀ h0
    linear_combination a + 2 * b - h
  · intro h
    linear_combination a + 2 * b - (Fintype.card ι : ℝ) * h

/-- For `M ≥ 2` orbitals with common self-interaction `U0` that obey the sum rule for `V + 2K`,
`U0 = F + 2(M-1)J/(M+2)` and the mean exchange between different orbitals is `MJ/(M+2)`. -/
theorem shell_parameters (V K : Matrix ι ι ℝ) (U0 : ℝ) (hM : 2 ≤ Fintype.card ι)
    (hV : ∀ i, V i i = U0) (hK : ∀ i, K i i = U0)
    (hsum : offDiagSum V + 2 * offDiagSum K
      = (Fintype.card ι : ℝ) * (Fintype.card ι - 1) * U0) :
    U0 = avgF V + 2 * ((Fintype.card ι : ℝ) - 1) * avgJ V K / (Fintype.card ι + 2) ∧
    offDiagMean K = (Fintype.card ι : ℝ) * avgJ V K / (Fintype.card ι + 2) := by
  have hU := (sumRule_iff V K U0 hM hV hK).1 hsum
  refine ⟨hU, ?_⟩
  obtain ⟨-, b⟩ := offDiagSums_of_averages V K U0 hM hV hK
  have hM' : (2 : ℝ) ≤ Fintype.card ι := by exact_mod_cast hM
  have h0 : (Fintype.card ι : ℝ) ≠ 0 := by linarith
  have h1 : (Fintype.card ι : ℝ) - 1 ≠ 0 := by linarith
  have h2 : (Fintype.card ι : ℝ) + 2 ≠ 0 := by linarith
  rw [← sub_eq_iff_eq_add', eq_div_iff h2] at hU
  rw [offDiagMean, div_eq_div_iff (mul_ne_zero h0 h1) h2]
  linear_combination ((Fintype.card ι : ℝ) + 2) * b - (Fintype.card ι : ℝ) * hU

/-- For five orbitals with common self-interaction `U0` that obey the sum rule for `V + 2K`,
`U0 = F + 8J/7` and the mean exchange between different orbitals is `5J/7`. -/
theorem dShell_parameters (V K : Matrix (Fin 5) (Fin 5) ℝ) (U0 : ℝ)
    (hV : ∀ i, V i i = U0) (hK : ∀ i, K i i = U0)
    (hsum : offDiagSum V + 2 * offDiagSum K = 20 * U0) :
    U0 = avgF V + 8 / 7 * avgJ V K ∧ offDiagMean K = 5 / 7 * avgJ V K := by
  obtain ⟨h1, h2⟩ := shell_parameters V K U0 (by simp) hV hK
    (by rw [hsum, Fintype.card_fin]; push_cast; ring)
  rw [Fintype.card_fin] at h1 h2
  exact ⟨h1.trans (by push_cast; ring), h2.trans (by push_cast; ring)⟩

/-- Direct integrals of the real d orbitals xy, yz, xz, x²-y², z² in Racah parameters. -/
def racahV (A B C : ℝ) : Matrix (Fin 5) (Fin 5) ℝ :=
  !![A+4*B+3*C, A-2*B+C, A-2*B+C, A+4*B+C, A-4*B+C;
     A-2*B+C, A+4*B+3*C, A-2*B+C, A-2*B+C, A+2*B+C;
     A-2*B+C, A-2*B+C, A+4*B+3*C, A-2*B+C, A+2*B+C;
     A+4*B+C, A-2*B+C, A-2*B+C, A+4*B+3*C, A-4*B+C;
     A-4*B+C, A+2*B+C, A+2*B+C, A-4*B+C, A+4*B+3*C]

/-- Exchange integrals of the same d orbitals, with the self-interaction on the diagonal. -/
def racahK (A B C : ℝ) : Matrix (Fin 5) (Fin 5) ℝ :=
  !![A+4*B+3*C, 3*B+C, 3*B+C, C, 4*B+C;
     3*B+C, A+4*B+3*C, 3*B+C, 3*B+C, B+C;
     3*B+C, 3*B+C, A+4*B+3*C, 3*B+C, B+C;
     C, 3*B+C, 3*B+C, A+4*B+3*C, 4*B+C;
     4*B+C, B+C, B+C, 4*B+C, A+4*B+3*C]

/-- The d-shell matrices in Racah parameters have a common self-interaction and obey the sum rule;
their averages are `F = A + 7C/5` and `J = 7B/2 + 7C/5`. -/
theorem dShell_witness (A B C : ℝ) :
    (∀ i, racahV A B C i i = A + 4 * B + 3 * C) ∧
    (∀ i, racahK A B C i i = A + 4 * B + 3 * C) ∧
    offDiagSum (racahV A B C) + 2 * offDiagSum (racahK A B C) = 20 * (A + 4 * B + 3 * C) ∧
    avgF (racahV A B C) = A + 7 / 5 * C ∧
    avgJ (racahV A B C) (racahK A B C) = 7 / 2 * B + 7 / 5 * C := by
  refine ⟨fun i => by fin_cases i <;> rfl, fun i => by fin_cases i <;> rfl, ?_, ?_, ?_⟩
  · rw [offDiagSum_eq_sub, offDiagSum_eq_sub]
    simp [racahV, racahK, Fin.sum_univ_five]
    ring
  · simp [avgF, racahV, Fin.sum_univ_five]
    ring
  · simp [avgJ, avgF, racahV, racahK, Fin.sum_univ_five]
    ring

variable {R : Type*} [CommRing R] [Algebra ℝ R]

/-- Self-interaction of the density `x²` of a real orbital `x` under the bilinear form `W`. -/
def selfEnergy (W : R →ₗ[ℝ] R →ₗ[ℝ] ℝ) (x : R) : ℝ := W (x * x) (x * x)

/-- Mean self-interaction of the two hybrids `(x + y)/√2` and `(x - y)/√2`. -/
def hybridMean (W : R →ₗ[ℝ] R →ₗ[ℝ] ℝ) (x y : R) : ℝ :=
  (selfEnergy W ((√2 : ℝ)⁻¹ • (x + y)) + selfEnergy W ((√2 : ℝ)⁻¹ • (x - y))) / 2

/-- For a symmetric interaction, the mean self-interaction of the two hybrids is given by the
self-interactions, the direct integral and the exchange integral of the original orbitals. -/
theorem hybridMean_eq (W : R →ₗ[ℝ] R →ₗ[ℝ] ℝ) (hW : ∀ f g, W f g = W g f) (x y : R) :
    hybridMean W x y = (selfEnergy W x + selfEnergy W y) / 4
      + (W (x * x) (y * y) + 2 * W (x * y) (x * y)) / 2 := by
  have hc : (√2 : ℝ)⁻¹ * (√2 : ℝ)⁻¹ = 1 / 2 := by
    rw [← mul_inv, Real.mul_self_sqrt (by norm_num)]
    norm_num
  -- densities of the two hybrids
  have hp : ((√2 : ℝ)⁻¹ • (x + y)) * ((√2 : ℝ)⁻¹ • (x + y))
      = (1 / 2 : ℝ) • (x * x + (2 : ℝ) • (x * y) + y * y) := by
    rw [smul_mul_smul_comm, hc, two_smul]
    congr 1
    ring
  have hm : ((√2 : ℝ)⁻¹ • (x - y)) * ((√2 : ℝ)⁻¹ • (x - y))
      = (1 / 2 : ℝ) • (x * x - (2 : ℝ) • (x * y) + y * y) := by
    rw [smul_mul_smul_comm, hc, two_smul]
    congr 1
    ring
  simp only [hybridMean, selfEnergy, hp, hm, map_smul, map_add, map_sub, LinearMap.add_apply,
    LinearMap.sub_apply, LinearMap.smul_apply, smul_eq_mul]
  linear_combination (1 / 4) * hW (y * y) (x * x)

/-- For a symmetric interaction and `M ≥ 2` orbitals, if every orbital has self-interaction `U0`
and so, on average, do the two hybrids of every pair, then `U0 = F + 2(M-1)J/(M+2)` and the mean
exchange between different orbitals is `MJ/(M+2)`. -/
theorem shell_parameters_of_hybrids (W : R →ₗ[ℝ] R →ₗ[ℝ] ℝ) (hW : ∀ f g, W f g = W g f)
    (φ : ι → R) (V K : Matrix ι ι ℝ) (U0 : ℝ) (hM : 2 ≤ Fintype.card ι)
    (hV : ∀ i j, V i j = W (φ i * φ i) (φ j * φ j))
    (hK : ∀ i j, K i j = W (φ i * φ j) (φ i * φ j))
    (hself : ∀ i, selfEnergy W (φ i) = U0)
    (hhyb : ∀ i j, i ≠ j → hybridMean W (φ i) (φ j) = U0) :
    U0 = avgF V + 2 * ((Fintype.card ι : ℝ) - 1) * avgJ V K / (Fintype.card ι + 2) ∧
    offDiagMean K = (Fintype.card ι : ℝ) * avgJ V K / (Fintype.card ι + 2) := by
  refine shell_parameters V K U0 hM (fun i => (hV i i).trans (hself i))
    (fun i => (hK i i).trans (hself i)) ?_
  -- the relation V + 2K = U0, summed over ordered pairs of different orbitals
  have hpair : offDiagSum V + 2 * offDiagSum K
      = offDiagSum (Matrix.of fun _ _ : ι => U0) := by
    simp only [offDiagSum, Finset.mul_sum, ← Finset.sum_add_distrib]
    refine Finset.sum_congr rfl fun i _ => Finset.sum_congr rfl fun j hj => ?_
    have h := hhyb i j (Finset.ne_of_mem_erase hj).symm
    rw [hybridMean_eq W hW, hself, hself] at h
    rw [hV, hK, Matrix.of_apply]
    linarith
  rw [hpair, offDiagSum_eq_sub]
  simp only [Matrix.of_apply, Finset.sum_const, Finset.card_univ, nsmul_eq_mul]
  ring

/-- A weighted contact interaction between densities on a grid of four points. -/
def contact : (Fin 4 → ℝ) →ₗ[ℝ] (Fin 4 → ℝ) →ₗ[ℝ] ℝ :=
  LinearMap.mk₂ ℝ (fun f g => f 0 * g 0 + f 2 * g 2 + (f 1 * g 1 + f 3 * g 3) / 4)
    (fun _ _ _ => by simp only [Pi.add_apply]; ring)
    (fun _ _ _ => by simp only [Pi.smul_apply, smul_eq_mul]; ring)
    (fun _ _ _ => by simp only [Pi.add_apply]; ring)
    (fun _ _ _ => by simp only [Pi.smul_apply, smul_eq_mul]; ring)

/-- Two orbitals on the four-point grid. -/
def gridOrbital : Fin 2 → Fin 4 → ℝ := ![![1, 1, 0, 1], ![0, 1, 1, -1]]

/-- The contact interaction is symmetric, and the two grid orbitals and, on average, their hybrids
have self-interaction `3/2`. -/
theorem hybrids_witness :
    (∀ f g, contact f g = contact g f) ∧
    (∀ i, selfEnergy contact (gridOrbital i) = 3 / 2) ∧
    (∀ i j, i ≠ j → hybridMean contact (gridOrbital i) (gridOrbital j) = 3 / 2) := by
  have happ : ∀ f g : Fin 4 → ℝ, contact f g
      = f 0 * g 0 + f 2 * g 2 + (f 1 * g 1 + f 3 * g 3) / 4 := fun _ _ => rfl
  have hsymm : ∀ f g, contact f g = contact g f := fun f g => by
    rw [happ, happ]
    ring
  have hself : ∀ i, selfEnergy contact (gridOrbital i) = 3 / 2 := fun i => by
    fin_cases i <;> simp [selfEnergy, happ, gridOrbital] <;> norm_num
  refine ⟨hsymm, hself, fun i j hij => ?_⟩
  rw [hybridMean_eq contact hsymm, hself, hself, happ, happ]
  fin_cases i <;> fin_cases j <;> first
    | exact absurd rfl hij
    | (simp [gridOrbital]; norm_num)

end

end AtomicCoulombShell
```

```lean
#print axioms AtomicCoulombShell.dShell_parameters
#print axioms AtomicCoulombShell.shell_parameters_of_hybrids
```

```
'AtomicCoulombShell.dShell_parameters' depends on axioms: [propext, Classical.choice, Quot.sound]
'AtomicCoulombShell.shell_parameters_of_hybrids' depends on axioms: [propext, Classical.choice, Quot.sound]
```
